# The condition number of a positive definite overlap matrix bounds the growth of relative errors from the right-hand side to the fitted coefficients

A relative error needs a length, and a coefficient vector admits several. Take basis functions $\chi_\mu$ labelled by $\mu$ in a finite index set $n$, with overlap matrix $S_{\mu\nu}=\langle\chi_\mu|\chi_\nu\rangle$. The least-squares fit $f\approx\sum_\nu c_\nu\chi_\nu$ of a function $f$ leads to the equations $Sc=b$ with $b_\mu=\langle\chi_\mu|f\rangle$. The size of $c$ can be measured by its largest component, by the norm $\sqrt{c^\dagger Sc}$ of the fitted function, or by the Euclidean length $\|c\|=\bigl(\sum_\mu|c_\mu|^2\bigr)^{1/2}$. The Euclidean length is used throughout, for coefficients and right-hand sides alike. With that choice, and with $S$ positive definite and known exactly, a relative error in a nonzero $b$ reaches $c$ multiplied by at most $M/m$, the ratio of the largest to the smallest eigenvalue of $S$.

The functions $\chi_\mu$ and $f$ do not enter the Lean code. There $S$ is any complex matrix with the property `S.PosDef`: it is Hermitian and $x^\dagger Sx>0$ for every $x\neq0$. For an overlap matrix $x^\dagger Sx$ is the squared norm of $\sum_\nu x_\nu\chi_\nu$, so the hypothesis stands for linear independence of the basis; it is assumed and not derived from integrals. The diagonal of $S$ need not be $1$. The line `open scoped ComplexOrder` gives $0<z$ for complex $z$ the meaning "real and positive".

```lean
import Mathlib

open Matrix Finset
open scoped ComplexOrder

namespace OverlapConditioning

noncomputable section

variable {n : Type*} [Fintype n] [DecidableEq n] {S : Matrix n n ℂ}
```

## Lengths, eigenvectors and the condition number

A vector is a function `n → ℂ`. The definition `vnorm` views it as an element of `EuclideanSpace ℂ n` and takes the norm there, which is $\|c\|$ as above.

```lean
/-- Euclidean length of a complex coefficient vector. -/
def vnorm (c : n → ℂ) : ℝ := ‖(WithLp.toLp 2 c : EuclideanSpace ℂ n)‖
```

For a reference vector $x$ and a perturbed vector $x'$, the relative error is $\varepsilon(x,x')=\|x'-x\|/\|x\|$. The first argument is the reference, so the definition is not symmetric.

```lean
/-- Relative error `‖x' - x‖ / ‖x‖` of a perturbed vector `x'` with respect to `x`. -/
def relErr (x x' : n → ℂ) : ℝ := vnorm (x' - x) / vnorm x
```

A Hermitian $S$ has an orthonormal basis of eigenvectors $u_i$ with real eigenvalues $\lambda_i$, so that $Su_i=\lambda_iu_i$ and $u_i^\dagger u_j=\delta_{ij}$. Mathlib supplies them as `hS.eigenvectorBasis` and `hS.eigenvalues`, labelled by the same set $n$ as the basis functions. Repeated eigenvalues are allowed and no ordering of the labels is used. The vector $u_i$ is `mode hS i`.

```lean
/-- The `i`-th vector of an orthonormal eigenbasis of the Hermitian matrix `S`. -/
def mode (hS : S.IsHermitian) (i : n) : n → ℂ := (hS.eigenvectorBasis i).ofLp
```

The amplitude of $c$ along $u_i$ is $a_i(c)=u_i^\dagger c=\sum_\mu\overline{(u_i)_\mu}\,c_\mu$. The complex conjugate, `star`, sits on the eigenvector, as in the bra $\langle u_i|$.

```lean
/-- Amplitude `uᵢᴴ c` of the vector `c` along the `i`-th eigenvector of `S`. -/
def amp (hS : S.IsHermitian) (i : n) (c : n → ℂ) : ℂ := star (mode hS i) ⬝ᵥ c
```

The extreme eigenvalues are $m=\min_i\lambda_i$ and $M=\max_i\lambda_i$. They are computed from $S$ and are not bounds supplied as hypotheses. The set $n$ must be nonempty for a minimum and a maximum to exist.

```lean
/-- Smallest eigenvalue `m` of the Hermitian matrix `S`. -/
def lamMin [Nonempty n] (hS : S.IsHermitian) : ℝ := univ.inf' univ_nonempty hS.eigenvalues

/-- Largest eigenvalue `M` of the Hermitian matrix `S`. -/
def lamMax [Nonempty n] (hS : S.IsHermitian) : ℝ := univ.sup' univ_nonempty hS.eigenvalues
```

The condition number is $\kappa=M/m$. For a single basis function $m=M$ and $\kappa=1$.

```lean
/-- Condition number `M / m` of a positive definite overlap matrix. -/
def condNum [Nonempty n] (hS : S.PosDef) : ℝ := lamMax hS.isHermitian / lamMin hS.isHermitian
```

## Action of $S$ in its eigenbasis

The two inequalities between relative errors proved below divide by lengths and use the statement that $c\neq0$ implies $\|c\|>0$.

```lean
omit [DecidableEq n] in
/-- A nonzero coefficient vector has positive length. -/
theorem vnorm_pos {c : n → ℂ} (hc : c ≠ 0) : 0 < vnorm c := by
  refine norm_pos_iff.mpr fun h => hc ?_
  have := congrArg WithLp.ofLp h
  simpa using this
```

Orthonormality and completeness give the expansion $c=\sum_ia_i(c)\,u_i$, and therefore
$$\|c\|^2=c^\dagger c=\sum_{i,j}\overline{a_i(c)}\,a_j(c)\,u_i^\dagger u_j=\sum_i|a_i(c)|^2 .$$

```lean
/-- Parseval's identity: the squared amplitudes along the eigenvectors of `S` sum to `‖c‖²`. -/
theorem parseval (hS : S.IsHermitian) (c : n → ℂ) :
    ∑ i, ‖amp hS i c‖ ^ 2 = vnorm c ^ 2 := by
  have h := hS.eigenvectorBasis.sum_sq_norm_inner_right (WithLp.toLp 2 c : EuclideanSpace ℂ n)
  rw [vnorm, ← h]
  refine Finset.sum_congr rfl fun i _ => ?_
  rw [EuclideanSpace.inner_eq_star_dotProduct, dotProduct_comm]
  rfl
```

Mathlib has this identity for any orthonormal basis, as `sum_sq_norm_inner_right`, in terms of the inner products $\langle u_i,c\rangle$. The rest of the proof identifies each inner product with the dot product that defines `amp`.

Next, $S$ acts on amplitudes by multiplication. Taking the adjoint of $Su_i=\lambda_iu_i$ gives $u_i^\dagger S^\dagger=\overline{\lambda_i}\,u_i^\dagger$. Since $S^\dagger=S$ and $\lambda_i$ is real, this reads $u_i^\dagger S=\lambda_iu_i^\dagger$, and
$$a_i(Sc)=u_i^\dagger(Sc)=(u_i^\dagger S)\,c=\lambda_i\,a_i(c).$$

```lean
/-- Applying `S` multiplies the amplitude along the `i`-th eigenvector by the eigenvalue. -/
theorem amp_mulVec (hS : S.IsHermitian) (i : n) (c : n → ℂ) :
    amp hS i (S *ᵥ c) = (hS.eigenvalues i : ℂ) * amp hS i c := by
  have h : S *ᵥ mode hS i = hS.eigenvalues i • mode hS i := hS.mulVec_eigenvectorBasis i
  -- Hermiticity lets `S` act to the left on the eigenvector
  have h2 : star (mode hS i) ᵥ* S = hS.eigenvalues i • star (mode hS i) := by
    have h3 := Matrix.star_mulVec S (mode hS i)
    rw [hS.eq, h] at h3
    rw [← h3]
    ext k
    simp
  unfold amp
  rw [Matrix.dotProduct_mulVec, h2, smul_dotProduct, Complex.real_smul]
```

The left eigenvalue equation is `h2`, obtained from `Matrix.star_mulVec` (the adjoint of a product) and `hS.eq` (that $S^\dagger=S$). The regrouping $u_i^\dagger(Sc)=(u_i^\dagger S)c$ is `Matrix.dotProduct_mulVec`. This lemma and Parseval's identity use Hermiticity only.

## Stretching between $m$ and $M$

Positive definiteness enters here. Each eigenvalue satisfies $\lambda_i=u_i^\dagger Su_i>0$, and the minimum over a finite nonempty set is attained at some label $j$, so $m=\lambda_j>0$.

```lean
variable [Nonempty n]

/-- The smallest eigenvalue of a positive definite overlap matrix is positive. -/
theorem lamMin_pos (hS : S.PosDef) : 0 < lamMin hS.isHermitian := by
  obtain ⟨j, -, hj⟩ := Finset.exists_mem_eq_inf' univ_nonempty hS.isHermitian.eigenvalues
  rw [lamMin, hj]
  exact hS.eigenvalues_pos j
```

The label $j$ comes from `Finset.exists_mem_eq_inf'` and the positivity of $\lambda_j$ from `hS.eigenvalues_pos j`.

Parseval's identity applied to $Sc$, together with $a_i(Sc)=\lambda_ia_i(c)$, gives
$$\|Sc\|^2=\sum_i\lambda_i^2\,|a_i(c)|^2 .$$
From $0<m\le\lambda_i\le M$ follows $m^2\le\lambda_i^2\le M^2$. Multiplying by $|a_i(c)|^2$, summing over $i$ and using Parseval's identity for $c$,
$$m^2\|c\|^2\le\|Sc\|^2\le M^2\|c\|^2 .$$
All of $m\|c\|$, $\|Sc\|$ and $M\|c\|$ are nonnegative, so square roots preserve the order:
$$m\|c\|\le\|Sc\|\le M\|c\|\qquad\text{for every }c .$$

```lean
/-- A positive definite `S` stretches every vector by a factor between `m` and `M`. -/
theorem norm_mulVec_bounds (hS : S.PosDef) (c : n → ℂ) :
    lamMin hS.isHermitian * vnorm c ≤ vnorm (S *ᵥ c) ∧
      vnorm (S *ᵥ c) ≤ lamMax hS.isHermitian * vnorm c := by
  have hm := lamMin_pos hS
  have hlo : ∀ i, lamMin hS.isHermitian ≤ hS.isHermitian.eigenvalues i :=
    fun i => Finset.inf'_le _ (mem_univ i)
  have hhi : ∀ i, hS.isHermitian.eigenvalues i ≤ lamMax hS.isHermitian :=
    fun i => Finset.le_sup' _ (mem_univ i)
  have hM : 0 ≤ lamMax hS.isHermitian :=
    hm.le.trans ((hlo (Classical.arbitrary n)).trans (hhi _))
  have h0 : ∀ v : n → ℂ, 0 ≤ vnorm v := fun v => norm_nonneg _
  -- in the eigenbasis, ‖S c‖² = ∑ λᵢ² |ampᵢ|²
  have hsq : vnorm (S *ᵥ c) ^ 2 =
      ∑ i, hS.isHermitian.eigenvalues i ^ 2 * ‖amp hS.isHermitian i c‖ ^ 2 := by
    rw [← parseval hS.isHermitian (S *ᵥ c)]
    refine Finset.sum_congr rfl fun i _ => ?_
    rw [amp_mulVec, norm_mul, mul_pow, Complex.norm_real, Real.norm_eq_abs, sq_abs]
  constructor
  · refine (pow_le_pow_iff_left₀ (mul_nonneg hm.le (h0 _)) (h0 _) two_ne_zero).mp ?_
    rw [mul_pow, hsq, ← parseval hS.isHermitian c, Finset.mul_sum]
    exact Finset.sum_le_sum fun i _ =>
      mul_le_mul_of_nonneg_right (pow_le_pow_left₀ hm.le (hlo i) 2) (sq_nonneg _)
  · refine (pow_le_pow_iff_left₀ (h0 _) (mul_nonneg hM (h0 _)) two_ne_zero).mp ?_
    rw [mul_pow, hsq, ← parseval hS.isHermitian c, Finset.mul_sum]
    exact Finset.sum_le_sum fun i _ =>
      mul_le_mul_of_nonneg_right (pow_le_pow_left₀ (hm.le.trans (hlo i)) (hhi i) 2) (sq_nonneg _)
```

In the code `hlo` and `hhi` are the bounds on $\lambda_i$ and `hsq` is the expression for $\|Sc\|^2$. Each half passes to squares with `pow_le_pow_iff_left₀` and compares the sums term by term with `Finset.sum_le_sum`. Squaring $m\le\lambda_i$ needs $m\ge0$, which is why `hm.le` appears in the calls to `pow_le_pow_left₀`.

## Error of the coefficients

Let $Sc=b$ and $Sc'=b'$, and write $\delta c=c'-c$ and $\delta b=b'-b$. Subtraction gives $S\,\delta c=\delta b$. The lower stretching bound applied to $\delta c$ reads $m\|\delta c\|\le\|\delta b\|$, and division by $m>0$ gives
$$\|\delta c\|\le\frac{\|\delta b\|}{m}.$$
No inverse matrix is formed: $c$ and $c'$ are any vectors that solve the two systems, and $b$ may be zero.

```lean
/-- If `S c = b` and `S c' = b'`, the absolute error of the coefficients is at most
`‖b' - b‖ / m`. -/
theorem abs_error_le (hS : S.PosDef) {c c' b b' : n → ℂ} (h : S *ᵥ c = b) (h' : S *ᵥ c' = b') :
    vnorm (c' - c) ≤ vnorm (b' - b) / lamMin hS.isHermitian := by
  have h1 := (norm_mulVec_bounds hS (c' - c)).1
  rw [Matrix.mulVec_sub, h, h'] at h1
  rw [le_div_iff₀ (lamMin_pos hS)]
  linarith
```

The subtraction is the rewrite with `Matrix.mulVec_sub`, `h` and `h'`, and `le_div_iff₀` clears the denominator.

Now let $b\neq0$. Then $c\neq0$, because $c=0$ would give $b=S0=0$. Two inequalities between nonnegative numbers are available, $m\|\delta c\|\le\|\delta b\|$ and, from the upper bound applied to $c$, $\|b\|\le M\|c\|$. Their product is $m\|\delta c\|\,\|b\|\le M\|\delta b\|\,\|c\|$. Division by the positive number $m\|b\|\,\|c\|$ gives
$$\frac{\|c'-c\|}{\|c\|}\le\frac{M}{m}\,\frac{\|b'-b\|}{\|b\|},\qquad\text{that is}\qquad\varepsilon(c,c')\le\kappa\,\varepsilon(b,b').$$

```lean
/-- If `S c = b`, `S c' = b'` and `b ≠ 0`, then `c ≠ 0` and the relative error of the fitted
coefficients is at most the condition number times the relative error of the right-hand side. -/
theorem relErr_coeff_le (hS : S.PosDef) {c c' b b' : n → ℂ} (h : S *ᵥ c = b)
    (h' : S *ᵥ c' = b') (hb : b ≠ 0) :
    c ≠ 0 ∧ relErr c c' ≤ condNum hS * relErr b b' := by
  have hc : c ≠ 0 := fun h0 => hb (by rw [← h, h0, Matrix.mulVec_zero])
  have hm := lamMin_pos hS
  -- S scales the error by a factor of at least m and the solution by a factor of at most M
  have h1 := abs_error_le hS h h'
  rw [le_div_iff₀ hm] at h1
  have h2 := (norm_mulVec_bounds hS c).2
  rw [h] at h2
  refine ⟨hc, ?_⟩
  rw [relErr, relErr, condNum, div_mul_div_comm,
    div_le_div_iff₀ (vnorm_pos hc) (mul_pos hm (vnorm_pos hb))]
  have h3 := mul_le_mul h1 h2 (vnorm_pos hb).le (norm_nonneg _)
  linarith
```

In words: for a positive definite complex matrix $S$ on a finite nonempty index set, and vectors with $Sc=b$, $Sc'=b'$ and $b\neq0$, the solution $c$ is nonzero and its relative error is at most `condNum hS` times that of $b$. The perturbation need not be small, and $b'$ may be zero. Lean sets $x/0=0$, so with $b=0$, which forces $c=0$, both relative errors would evaluate to $0$ and the inequality would hold without content; the hypothesis `hb` and the conclusion `c ≠ 0` make both quotients true quotients. The proof runs the last division backwards: `div_le_div_iff₀` turns the goal into the cross-multiplied form, `h1` and `h2` are the two factors, `mul_le_mul` multiplies them into `h3`, and `linarith` matches the order of the factors.

The same $S$ stands in both equations, so the bound contains no term for errors in the overlap integrals or for the rounding of a solver. A computed vector $c'$ can always be inserted with $b'=Sc'$, which bounds its relative error by $\kappa\,\|Sc'-b\|/\|b\|$, with the residual $Sc'-b$ formed with the exact $S$; the size of that residual is not estimated here. The bound concerns coefficients and not the fitted function. It applies to any unconstrained linear least-squares fit in a finite, linearly independent basis with an exactly known positive definite metric matrix, such as the projection of an orbital onto an atomic basis or the fit of a density in an auxiliary basis. When diffuse functions on neighbouring centres make such a basis nearly dependent, $m$ is small compared with $M$ and the factor $\kappa$ allowed by the bound is large.

## A singular overlap matrix and the maximum norm

The explicit matrices that follow illustrate the hypotheses and are not among the checked theorems. For two normalised real functions with overlap $s$, $0\le s<1$,
$$S=\begin{pmatrix}1&s\\ s&1\end{pmatrix},\qquad M=1+s,\quad m=1-s,\quad\kappa=\frac{1+s}{1-s},$$
with eigenvectors $(1,1)/\sqrt2$ for $M$ and $(1,-1)/\sqrt2$ for $m$. At $s=1$ the two functions coincide, and $S$ is only positive semidefinite, with $m=0$. Both $c=(1,0)$ and $c'=(0,1)$ then solve $Sc=b$ for $b=(1,1)$. With $b'=b$ one has $\varepsilon(b,b')=0$ while $\varepsilon(c,c')=\sqrt2$, so no finite constant can take the place of $\kappa$.

A slip in the Lean statement would be to write `‖c‖` directly for `c : n → ℂ`. That expression type-checks, but it denotes the maximum norm $\|c\|_\infty=\max_\mu|c_\mu|$, and with it the bound $M/m$ is false. Take
$$S=\begin{pmatrix}2&1\\1&1\end{pmatrix},\qquad M,m=\frac{3\pm\sqrt5}{2},\qquad\kappa=\frac{7+3\sqrt5}{2}<7,$$
with $c=(1,1)$ and $b=(3,2)$. For real $\eta>0$ the perturbation $\delta c=\eta\,(-2,3)$ gives $\delta b=\eta\,(-1,1)$. In the maximum norm the relative errors are $3\eta$ for $c$ and $\eta/3$ for $b$, with ratio $9>\kappa$. The passage through `EuclideanSpace ℂ n` in `vnorm` selects the length for which Parseval's identity holds.

## Error of the right-hand side

Exchanging the roles of the two stretching bounds gives the reverse inequality. The upper bound applied to $\delta c$ is $\|\delta b\|\le M\|\delta c\|$, and the lower bound applied to $c$ is $m\|c\|\le\|b\|$. Their product is $m\|\delta b\|\,\|c\|\le M\|\delta c\|\,\|b\|$, and division by $m\|b\|\,\|c\|$ gives
$$\varepsilon(b,b')\le\kappa\,\varepsilon(c,c').$$
The hypotheses are those of the main theorem. Under them each relative error is at most $\kappa$ times the other.

```lean
/-- If `S c = b`, `S c' = b'` and `b ≠ 0`, then `c ≠ 0` and the relative error of the right-hand
side is at most the condition number times the relative error of the coefficients. -/
theorem relErr_rhs_le (hS : S.PosDef) {c c' b b' : n → ℂ} (h : S *ᵥ c = b)
    (h' : S *ᵥ c' = b') (hb : b ≠ 0) :
    c ≠ 0 ∧ relErr b b' ≤ condNum hS * relErr c c' := by
  have hc : c ≠ 0 := fun h0 => hb (by rw [← h, h0, Matrix.mulVec_zero])
  have hm := lamMin_pos hS
  have h1 := (norm_mulVec_bounds hS (c' - c)).2
  rw [Matrix.mulVec_sub, h, h'] at h1
  have h2 := (norm_mulVec_bounds hS c).1
  rw [h] at h2
  refine ⟨hc, ?_⟩
  rw [relErr, relErr, condNum, div_mul_div_comm,
    div_le_div_iff₀ (vnorm_pos hb) (mul_pos hm (vnorm_pos hc))]
  have h0 : 0 ≤ vnorm (b' - b) := norm_nonneg _
  exact mul_le_mul h1 h2 (mul_pos hm (vnorm_pos hc)).le (h0.trans h1)
```

After cross-multiplication the goal is already the product of `h1` and `h2` in the order written, so `mul_le_mul` closes it directly.

## Equality along the extreme eigenvectors

Choose labels $i$ and $j$ with $\lambda_i=M$ and $\lambda_j=m$, and a complex number $t$. Put $c=u_i$ and $c'=u_i+tu_j$, so that $\delta c=tu_j$. Both eigenvectors have unit length, hence $\varepsilon(c,c')=|t|$. The right-hand sides are $b=Su_i=Mu_i$, of length $M>0$, and $b'=b+\delta b$ with $\delta b=tSu_j=tm\,u_j$, of length $|t|\,m$. Therefore
$$\kappa\,\varepsilon(b,b')=\frac{M}{m}\cdot\frac{|t|\,m}{M}=|t|=\varepsilon(c,c').$$
Orthogonality of $u_i$ and $u_j$ is not used, so the case $i=j$, which occurs for a single basis function, is included.

```lean
/-- There are vectors `uᵢ`, `uⱼ` of the orthonormal eigenbasis, with eigenvalues `M` and `m`, such
that for every complex `t`, with `c = uᵢ` and `c' = uᵢ + t • uⱼ`, the relative error of the
coefficients is `|t|` and equals the condition number times the relative error of the nonzero
right-hand side `S c`. -/
theorem relErr_coeff_sharp (hS : S.PosDef) :
    ∃ i j, hS.isHermitian.eigenvalues i = lamMax hS.isHermitian ∧
      hS.isHermitian.eigenvalues j = lamMin hS.isHermitian ∧
      S *ᵥ mode hS.isHermitian i ≠ 0 ∧ ∀ t : ℂ,
        relErr (mode hS.isHermitian i) (mode hS.isHermitian i + t • mode hS.isHermitian j) = ‖t‖ ∧
        relErr (mode hS.isHermitian i) (mode hS.isHermitian i + t • mode hS.isHermitian j) =
          condNum hS * relErr (S *ᵥ mode hS.isHermitian i)
            (S *ᵥ (mode hS.isHermitian i + t • mode hS.isHermitian j)) := by
  obtain ⟨i, -, hi⟩ := Finset.exists_mem_eq_sup' univ_nonempty hS.isHermitian.eigenvalues
  obtain ⟨j, -, hj⟩ := Finset.exists_mem_eq_inf' univ_nonempty hS.isHermitian.eigenvalues
  have hp : ∀ k, 0 < hS.isHermitian.eigenvalues k := fun k => hS.eigenvalues_pos k
  have h1 : ∀ k, vnorm (mode hS.isHermitian k) = 1 :=
    fun k => hS.isHermitian.eigenvectorBasis.orthonormal.1 k
  have hsm : ∀ (z : ℂ) (v : n → ℂ), vnorm (z • v) = ‖z‖ * vnorm v := fun z v => by
    unfold vnorm
    rw [WithLp.toLp_smul, norm_smul]
  have hv : ∀ k, S *ᵥ mode hS.isHermitian k =
      (hS.isHermitian.eigenvalues k : ℂ) • mode hS.isHermitian k := fun k => by
    have h : S *ᵥ mode hS.isHermitian k = hS.isHermitian.eigenvalues k • mode hS.isHermitian k :=
      hS.isHermitian.mulVec_eigenvectorBasis k
    rw [h]
    ext l
    simp
  -- an eigenvector is stretched by exactly its eigenvalue
  have hn : ∀ k, vnorm (S *ᵥ mode hS.isHermitian k) = hS.isHermitian.eigenvalues k := fun k => by
    rw [hv k, hsm, h1 k, mul_one, Complex.norm_real, Real.norm_eq_abs, abs_of_pos (hp k)]
  refine ⟨i, j, hi.symm, hj.symm, fun h0 => ?_, fun t => ?_⟩
  · have h2 := hn i
    have h3 : vnorm (0 : n → ℂ) = 0 := by simp [vnorm]
    rw [h0, h3] at h2
    exact (hp i).ne h2
  · have e1 : relErr (mode hS.isHermitian i)
        (mode hS.isHermitian i + t • mode hS.isHermitian j) = ‖t‖ := by
      rw [relErr, add_sub_cancel_left, hsm, h1 j, h1 i, mul_one, div_one]
    refine ⟨e1, ?_⟩
    rw [e1, relErr, Matrix.mulVec_add, add_sub_cancel_left, Matrix.mulVec_smul, hsm, hn i, hn j,
      condNum, lamMax, lamMin, hi, hj]
    have hi0 := (hp i).ne'
    have hj0 := (hp j).ne'
    field_simp

end

end OverlapConditioning
```

The theorem states, for every positive definite $S$, that such labels exist, that $Su_i\neq0$, and that for every complex $t$ the coefficient error equals $|t|$, written `‖t‖`, and equals $\kappa$ times the error of the right-hand side. For $t=0$ both sides vanish. For $t\neq0$ the equality is between positive numbers, so the factor $\kappa$ of `relErr_coeff_le` is reached, at every size of perturbation, when the solution lies along an eigenvector for $M$ and the error along an eigenvector for $m$. In the proof `h1` is $\|u_k\|=1$ for any label $k$, `hsm` is $\|zv\|=|z|\,\|v\|$ for a complex number $z$ and a vector $v$, and `hn` is $\|Su_k\|=\lambda_k$. The nonvanishing of $Su_i$ follows from `hn i` and $\lambda_i>0$. The long rewrite reduces the last goal to the displayed product of fractions, and `field_simp` cancels $M$ and $m$.

```lean
#print axioms OverlapConditioning.relErr_coeff_le
#print axioms OverlapConditioning.relErr_rhs_le
#print axioms OverlapConditioning.relErr_coeff_sharp
```

```
'OverlapConditioning.relErr_coeff_le' depends on axioms: [propext, Classical.choice, Quot.sound]
'OverlapConditioning.relErr_rhs_le' depends on axioms: [propext, Classical.choice, Quot.sound]
'OverlapConditioning.relErr_coeff_sharp' depends on axioms: [propext, Classical.choice, Quot.sound]
```
